# A parity function on $(\mathbb Z/2)^d$ is an integer combination of atomic patterns exactly when $2^d$ divides its signed sums

After a band-structure calculation for an inversion-symmetric crystal, one can read off the parities of the occupied bands at the $2^d$ inversion-invariant momenta $n$ and record at each the number of even states minus the number of odd ones, $t(n)$. Where time-reversal symmetry makes states with spin come in Kramers pairs, count each pair as one state; counting both partners weakens the test. To test whether orbitals at inversion centres could produce these numbers, add up the $t(n)$ once for each of the $2^d$ inversion centres in the unit cell, with the signs that belong to an orbital there, and check that every one of these sums is divisible by $2^d$. For non-interacting bands, a failed check rules out such an orbital description; a passed check concerns the parities only and does not show that the bands are topologically trivial.

For example, a single band in two dimensions with parities $1,1,1,-1$ has the plain sum $2$, which is not divisible by $4$, so it fails.

## Patterns and signed sums

In Lean 4 with Mathlib:

```lean
import Mathlib

open Finset

namespace AtomicParityPatterns
```

This loads the mathematics library Mathlib, allows names from its `Finset` namespace (finite sets and sums) to be written without that prefix, and opens a namespace for the names that follow.

```lean
/-- The parity at the invariant momentum `n` of an even orbital placed at the
inversion centre `r`: the sign `(-1)^(r·n)`. -/
def atomicParity {d : ℕ} (r n : Fin d → ZMod 2) : ℤ :=
  (-1) ^ (∑ i, (r i).val * (n i).val)
```

Both `r` and `n` have type `Fin d → ZMod 2`: a list of $d$ entries, each 0 or 1. The entry $n_i=1$ means a Bloch phase of $\pi$ per primitive lattice vector in direction $i$, and $r_i=1$ means a displacement by half a lattice vector. For a lattice vector $R$, inversion about the origin takes an orbital at $R+r/2$ to $-R-r/2=(-R-r)+r/2$, which is the same site shifted by lattice vectors. At momentum $n$ this shift gives an even orbital the parity

$$\chi_r(n)=(-1)^{\sum_i r_i n_i}.$$

The definition takes this sign as its starting point. `.val` turns an entry into the ordinary number 0 or 1, so that it can appear in an exponent.

```lean
/-- The signed sum of a parity function `t` over all invariant momenta, weighted with
the pattern of an orbital at `r`. -/
def parityTransform {d : ℕ} (t : (Fin d → ZMod 2) → ℤ) (r : Fin d → ZMod 2) : ℤ :=
  ∑ n, t n * atomicParity r n
```

In ordinary notation, $\hat t(r)=\sum_n t(n)\,\chi_r(n)$. Here `t` is any integer-valued function of the momenta; no Hamiltonian enters, and the total number of bands is not recorded.

```lean
/-- The parity function `t` is a combination of atomic patterns with integer
multiplicities, negative ones allowed. -/
def IsAtomicCombination {d : ℕ} (t : (Fin d → ZMod 2) → ℤ) : Prop :=
  ∃ c : (Fin d → ZMod 2) → ℤ, ∀ n, t n = ∑ r, c r * atomicParity r n
```

The symbol `∃` reads "there exists": some integers $c(r)$ satisfy $t(n)=\sum_r c(r)\chi_r(n)$ at every $n$. An odd orbital at $r$ contributes $-\chi_r$, so $c(r)$ can be read as the number of even orbitals at $r$ minus the number of odd ones.

## Orthogonality and inversion

```lean
/-- The atomic sign is symmetric under exchange of position and momentum. -/
theorem atomicParity_comm {d : ℕ} (r n : Fin d → ZMod 2) :
    atomicParity r n = atomicParity n r := by
  simp only [atomicParity, mul_comm]
```

Since $r_in_i=n_ir_i$, we have $\chi_r(n)=\chi_n(r)$. The text after `:=` is the proof: `simp only` unfolds the definition and reorders the products.

```lean
/-- Orthogonality: summed over all orbital positions, the product of the signs at two
momenta is `2^d` if the momenta agree and zero otherwise. -/
theorem atomicParity_orthogonality {d : ℕ} (n m : Fin d → ZMod 2) :
    ∑ r, atomicParity r n * atomicParity r m = if n = m then 2 ^ d else 0 := by
  -- the sum in a single direction
  have factor : ∀ a b : ZMod 2,
      ∑ x : ZMod 2, ((-1 : ℤ) ^ (x.val * a.val) * (-1) ^ (x.val * b.val))
        = if a = b then 2 else 0 := by
    decide
  -- the full sum is a product over directions
  have h : ∑ r, atomicParity r n * atomicParity r m
      = ∏ i, ∑ x : ZMod 2,
          ((-1 : ℤ) ^ (x.val * (n i).val) * (-1) ^ (x.val * (m i).val)) := by
    rw [Finset.prod_univ_sum, Fintype.piFinset_univ]
    refine Finset.sum_congr rfl fun r _ => ?_
    simp only [atomicParity, ← Finset.prod_pow_eq_pow_sum, Finset.prod_mul_distrib]
  rw [h]
  simp only [factor]
  by_cases hnm : n = m
  · subst hnm
    simp
  · obtain ⟨i, hi⟩ := Function.ne_iff.mp hnm
    rw [if_neg hnm]
    exact Finset.prod_eq_zero (Finset.mem_univ i) (if_neg hi)
```

By hand, the sum over positions factorises into one sum per direction:

$$\sum_r\chi_r(n)\chi_r(m)=\prod_i\sum_{x=0}^{1}(-1)^{xn_i}(-1)^{xm_i}=\prod_i\bigl(1+(-1)^{n_i+m_i}\bigr).$$

Each factor is $2$ if $n_i=m_i$ and $0$ otherwise. The product is therefore $2^d$ if $n=m$, and vanishes as soon as one entry differs.

The proof follows the same route. In `factor`, the tactic `decide` checks the four possible pairs of entries by evaluation. The statement `h` is the factorisation, and `by_cases` separates $n=m$ from $n\neq m$; in the second case `obtain` picks a direction `i` in which they differ.

```lean
/-- Inversion formula: the signed sums, recombined with the atomic patterns, return
`2^d` times the original parity function. -/
theorem parityTransform_inversion {d : ℕ} (t : (Fin d → ZMod 2) → ℤ)
    (m : Fin d → ZMod 2) :
    ∑ r, parityTransform t r * atomicParity r m = 2 ^ d * t m := by
  simp only [parityTransform, Finset.sum_mul]
  rw [Finset.sum_comm]
  calc ∑ n, ∑ r, t n * atomicParity r n * atomicParity r m
      = ∑ n, t n * ∑ r, atomicParity r n * atomicParity r m := by
        refine Finset.sum_congr rfl fun n _ => ?_
        rw [Finset.mul_sum]
        exact Finset.sum_congr rfl fun r _ => by ring
    _ = 2 ^ d * t m := by
        simp only [atomicParity_orthogonality, mul_ite, mul_zero, Finset.sum_ite_eq',
          Finset.mem_univ, if_true]
        ring
```

Insert the definition of $\hat t$, exchange the two sums and use orthogonality:

$$\sum_r\hat t(r)\chi_r(m)=\sum_n t(n)\sum_r\chi_r(n)\chi_r(m)=2^d\,t(m).$$

`Finset.sum_comm` exchanges the sums, and the `calc` block displays the remaining equalities: first $t(n)$ is taken out of the inner sum, then orthogonality leaves only the term $n=m$.

## The divisibility criterion

```lean
/-- Orbital multiplicities `c` reproduce the parity function `t` exactly when each
signed sum of `t` equals `2^d` times the corresponding multiplicity. -/
theorem multiplicities_iff {d : ℕ} (t c : (Fin d → ZMod 2) → ℤ) :
    (∀ n, t n = ∑ r, c r * atomicParity r n) ↔
      ∀ r, parityTransform t r = 2 ^ d * c r := by
  constructor
  · intro h s
    -- `t` is itself the transform of `c`, so inversion applies to `c`
    rw [← parityTransform_inversion c s]
    simp only [parityTransform]
    refine Finset.sum_congr rfl fun n _ => ?_
    have hn : t n = ∑ r, c r * atomicParity n r := by
      rw [h n]
      exact Finset.sum_congr rfl fun r _ => by rw [atomicParity_comm r n]
    rw [hn, atomicParity_comm s n]
  · intro h n
    -- invert the transform of `t` and cancel the common factor
    have h2 : (2 : ℤ) ^ d ≠ 0 := pow_ne_zero d two_ne_zero
    apply mul_left_cancel₀ h2
    rw [← parityTransform_inversion t n, Finset.mul_sum]
    exact Finset.sum_congr rfl fun r _ => by rw [h r]; ring
```

The multiplicities $c$ reproduce $t$ if and only if $\hat t(r)=2^d c(r)$ for every $r$. The command `constructor` splits the equivalence into its two directions.

Suppose first that $t(n)=\sum_r c(r)\chi_r(n)$. By symmetry this is $\sum_r c(r)\chi_n(r)=\hat c(n)$, so $t$ is the transform of $c$. Inversion applied to $c$ then gives, for any position $s$,

$$\hat t(s)=\sum_n\hat c(n)\chi_n(s)=2^d c(s).$$

Conversely, if $\hat t(r)=2^dc(r)$, inversion applied to $t$ gives

$$2^d t(n)=\sum_r\hat t(r)\chi_r(n)=2^d\sum_r c(r)\chi_r(n),$$

and the nonzero factor $2^d$ cancels. That last step is `mul_left_cancel₀`.

```lean
/-- Main criterion: a parity function is an integer combination of atomic patterns if
and only if all its signed sums over the invariant momenta are divisible by `2^d`. -/
theorem isAtomicCombination_iff {d : ℕ} (t : (Fin d → ZMod 2) → ℤ) :
    IsAtomicCombination t ↔
      ∀ r, (2 : ℤ) ^ d ∣ ∑ n, t n * atomicParity r n := by
  constructor
  · rintro ⟨c, hc⟩ r
    exact ⟨c r, (multiplicities_iff t c).mp hc r⟩
  · intro h
    choose c hc using h
    exact ⟨c, (multiplicities_iff t c).mpr hc⟩
```

The symbol `∣` means "divides". If $t$ is an atomic combination, then $\hat t(r)=2^dc(r)$ is visibly divisible by $2^d$. If every $\hat t(r)$ is divisible, call the quotients $c(r)$; by the previous theorem they reproduce $t$. The tactic `choose` collects these quotients, one for each $r$, into a function `c`. The test thus also supplies the multiplicities, $c(r)=\hat t(r)/2^d$.

For $d=1$ the condition is that $t(0)+t(1)$ and $t(0)-t(1)$ are even. The criterion holds for every natural number $d$.

## Uniqueness, stacks and copies

```lean
/-- The parity function determines the orbital multiplicities uniquely. -/
theorem multiplicities_unique {d : ℕ} (c c' : (Fin d → ZMod 2) → ℤ)
    (h : ∀ n, ∑ r, c r * atomicParity r n = ∑ r, c' r * atomicParity r n) :
    c = c' := by
  funext s
  have h1 := (multiplicities_iff (fun n => ∑ r, c r * atomicParity r n) c).mp
    (fun _ => rfl) s
  have h2 := (multiplicities_iff (fun n => ∑ r, c r * atomicParity r n) c').mp h s
  exact mul_left_cancel₀ (pow_ne_zero d (two_ne_zero : (2 : ℤ) ≠ 0)) (h1.symm.trans h2)
```

If $c$ and $c'$ give the same parity function, its transform equals both $2^dc$ and $2^dc'$, so $c=c'$. In the proof, `h1` and `h2` are these two equalities at position `s`. What is fixed is the net number at each centre: adding one even and one odd orbital at the same $r$ changes nothing.

```lean
/-- A parity function is that of a stack of even orbitals, with natural-number
multiplicities, if and only if all its signed sums are non-negative multiples of `2^d`. -/
theorem orbital_stack_iff {d : ℕ} (t : (Fin d → ZMod 2) → ℤ) :
    (∃ c : (Fin d → ZMod 2) → ℕ, ∀ n, t n = ∑ r, (c r : ℤ) * atomicParity r n) ↔
      ∀ r, (2 : ℤ) ^ d ∣ parityTransform t r ∧ 0 ≤ parityTransform t r := by
  constructor
  · rintro ⟨c, hc⟩ r
    have h := (multiplicities_iff t (fun r => (c r : ℤ))).mp hc r
    refine ⟨⟨(c r : ℤ), h⟩, ?_⟩
    rw [h]
    positivity
  · intro h
    -- each quotient by `2^d` is a natural number
    have hk : ∀ r, ∃ k : ℕ, parityTransform t r = 2 ^ d * (k : ℤ) := by
      intro r
      obtain ⟨⟨k, hk⟩, h0⟩ := h r
      rw [hk] at h0
      have hpos : (0 : ℤ) < 2 ^ d := by positivity
      have hk0 : 0 ≤ k := (mul_nonneg_iff_of_pos_left hpos).mp h0
      exact ⟨k.toNat, by rw [hk, Int.toNat_of_nonneg hk0]⟩
    choose c hc using hk
    exact ⟨c, (multiplicities_iff t (fun r => (c r : ℤ))).mpr hc⟩
```

Here the multiplicities have type `ℕ`, so only even orbitals are allowed and none may be subtracted. Since $\hat t(r)=2^dc(r)$ with $2^d>0$, the condition $c(r)\ge 0$ is the same as $\hat t(r)\ge 0$. The forward direction reads off both properties from this formula. The reverse direction shows that each quotient `k` is non-negative and converts it to a natural number with `toNat`.

```lean
/-- For every integer parity function, `2^d` copies of it form an integer combination
of atomic patterns. -/
theorem copies_isAtomicCombination {d : ℕ} (t : (Fin d → ZMod 2) → ℤ) :
    IsAtomicCombination (fun n => 2 ^ d * t n) :=
  ⟨parityTransform t, fun n => (parityTransform_inversion t n).symm⟩

end AtomicParityPatterns
```

The inversion formula, read from right to left, is

$$2^d t(n)=\sum_r\hat t(r)\chi_r(n).$$

It expresses $2^d$ copies of any integer parity function through atomic patterns, with the integers $\hat t(r)$ as multiplicities. The proof supplies exactly this pair: the function `parityTransform t` and the equation. Fewer copies may be enough: in the two-dimensional example above every signed sum is $\pm2$, so two copies of the failing band already pass the test. The multiplicities are then $\pm1$ at the four centres, with $-1$ standing for an odd orbital. Only the differences $t(n)$ are matched, not the number of bands: this takes four orbitals for two bands.

```lean
#print axioms AtomicParityPatterns.isAtomicCombination_iff
#print axioms AtomicParityPatterns.multiplicities_unique
#print axioms AtomicParityPatterns.orbital_stack_iff
#print axioms AtomicParityPatterns.copies_isAtomicCombination
```

```
'AtomicParityPatterns.isAtomicCombination_iff' depends on axioms: [propext, Classical.choice, Quot.sound]
'AtomicParityPatterns.multiplicities_unique' depends on axioms: [propext, Classical.choice, Quot.sound]
'AtomicParityPatterns.orbital_stack_iff' depends on axioms: [propext, Classical.choice, Quot.sound]
'AtomicParityPatterns.copies_isAtomicCombination' depends on axioms: [propext, Classical.choice, Quot.sound]
```
